# Abelian braid statistics: one exchange phase, raised to the signed number of exchanges

## Strands, exchanges and signed counts

Take \(n=m+2\) strands with \(m\ge 0\), at positions numbered \(0,\dots,m+1\). The elementary exchange \(\sigma_i\), with \(i=0,\dots,m\), exchanges the neighbouring strands \(i\) and \(i+1\) in a fixed sense of rotation; \(\sigma_i^{-1}\) exchanges them in the opposite sense. The braid group \(B_n\) is generated by these exchanges, subject to Artin's relations

\[
\sigma_i\sigma_{i+1}\sigma_i=\sigma_{i+1}\sigma_i\sigma_{i+1},\qquad
\sigma_i\sigma_j=\sigma_j\sigma_i\quad (i+1<j).
\]

For two strands there is one generator and no relation.

Three homomorphisms are used:

- A character \(\chi:B_n\to U(1)\) assigns a phase to each braid. Physically, this postulates that a braid multiplies the state by a number of modulus one, and that successive braids multiply their phases.
- The writhe \(w:B_n\to\mathbb Z\) sends every \(\sigma_i\) to \(1\), so it counts exchanges minus inverse exchanges.
- The map \(\pi:B_n\to S_n\) sends \(\sigma_i\) to the swap \(s_i\) of positions \(i\) and \(i+1\). Products of permutations are compositions, with the right factor acting first.

## The phase rule and its permutation limit

Write \(\theta=\chi(\sigma_0)\). For every character \(\chi\) and every braid \(b\),

\[
\chi(\sigma_i)=\theta\quad\text{for all } i,\qquad
\chi(b)=\theta^{\,w(b)} .
\]

Each \(\theta\in U(1)\) belongs to exactly one character. Moreover, there is a homomorphism \(f:S_n\to U(1)\) with \(\chi=f\circ\pi\) if and only if \(\theta=1\) or \(\theta=-1\). These two values are the bosonic and fermionic cases; a general \(\theta\) describes abelian anyons.

## Signed crossings in a path-integral code

In a path-integral simulation of identical particles in the plane, restricted to scalar statistics, a path that ends in its initial configuration, up to a permutation of the particles, carries a statistical phase fixed by one angle \(\varphi\), with \(\theta=e^{i\varphi}\), and one integer per path. Once the worldlines have been projected and their crossings recorded as a braid word, the code adds \(+1\) or \(-1\) per crossing and multiplies the path weight by \(e^{i\varphi w}\). Reversing the sign convention for crossings replaces \(\varphi\) by \(-\varphi\).

The rule also supplies a test. Rewriting a braid word by Artin's relations, or inserting \(\sigma_i\sigma_i^{-1}\), must leave the accumulated integer unchanged.

A code that keeps only the final permutation has discarded information needed for general \(\theta\). At \(\varphi=\pi/2\), exchanging the same two neighbours twice in the same sense gives the phase \(-1\), although the final permutation is the identity, just as for no exchange at all. For bosons and fermions the permutation is sufficient.

## From Artin's relations to a single phase

**Equal phases.** Let \(x=\chi(\sigma_i)\) and \(y=\chi(\sigma_{i+1})\). Applying \(\chi\) to the braid relation gives \(xyx=yxy\). Phases commute, so \(x^2y=xy^2\), and cancelling \(xy\) gives \(x=y\). Induction along the chain of generators yields \(\chi(\sigma_i)=\chi(\sigma_0)\) for every \(i\).

**Every phase, once.** Given \(\theta\in U(1)\), assign \(\theta\) to every generator. The braid relation becomes \(\theta^3=\theta^3\) and the commutation relation becomes \(\theta^2=\theta^2\), so the assignment extends to a character. If two characters agree on \(\sigma_0\), the previous step makes them agree on all generators, and hence on all braids.

**The power law.** Assigning the integer \(1\) to every generator respects the relations for the same reason, so \(w\) is well defined. For \(b=\sigma_{i_1}^{\epsilon_1}\cdots\sigma_{i_k}^{\epsilon_k}\) with \(\epsilon_r=\pm1\),

\[
\chi(b)=\prod_{r=1}^k\theta^{\epsilon_r}
=\theta^{\epsilon_1+\cdots+\epsilon_k}=\theta^{w(b)} .
\]

**The map to permutations.** For three distinct positions \(a,b,c\),

\[
(a\,b)(b\,c)(a\,b)=(a\,c)=(b\,c)(a\,b)(b\,c),
\]

and swaps of disjoint pairs commute. The swaps \(s_i\) therefore respect Artin's relations, and \(\pi\) is well defined.

**Only signs survive.** Suppose \(\chi=f\circ\pi\). Since \(s_0^2=1\),

\[
\theta^2=\chi(\sigma_0^2)=f(s_0^2)=f(1)=1,
\]

so \((\theta-1)(\theta+1)=0\) and \(\theta=\pm1\).

Conversely, let \(\theta^2=1\). Define \(g:\{1,-1\}\to U(1)\) by \(g(1)=1\) and \(g(-1)=\theta\). This is a homomorphism: the only product that needs checking is \((-1)(-1)=1\), which requires \(\theta^2=1\). Put \(f=g\circ\operatorname{sgn}\). Each swap is odd, so \(f(\pi(\sigma_i))=\theta=\chi(\sigma_i)\). The two homomorphisms \(f\circ\pi\) and \(\chi\) agree on the generators and are therefore equal.

## Braids and phases in Lean

```lean
import Mathlib

open Equiv

namespace AnyonBraidStatistics

noncomputable section

/-- Artin's relations for `m + 2` strands: neighbouring exchanges satisfy the braid relation,
and exchanges of disjoint pairs of strands commute. -/
def artinRelations (m : ℕ) : Set (FreeGroup (Fin (m + 1))) :=
  {r | (∃ i j : Fin (m + 1), i.val + 1 = j.val ∧
          r = (FreeGroup.of i * FreeGroup.of j * FreeGroup.of i) *
            (FreeGroup.of j * FreeGroup.of i * FreeGroup.of j)⁻¹) ∨
       (∃ i j : Fin (m + 1), i.val + 1 < j.val ∧
          r = (FreeGroup.of i * FreeGroup.of j) * (FreeGroup.of j * FreeGroup.of i)⁻¹)}

/-- The braid group on `m + 2` strands in Artin's presentation. -/
abbrev BraidGroup (m : ℕ) := PresentedGroup (artinRelations m)

/-- The elementary exchange of the neighbouring strands `i` and `i + 1`. -/
def exchange {m : ℕ} (i : Fin (m + 1)) : BraidGroup m := PresentedGroup.of i

/-- An assignment of group elements to the elementary exchanges that respects Artin's relations
extends to a homomorphism on all braids. -/
def braidLift {m : ℕ} {G : Type*} [Group G] (f : Fin (m + 1) → G)
    (near : ∀ i j, i.val + 1 = j.val → f i * f j * f i = f j * f i * f j)
    (far : ∀ i j, i.val + 1 < j.val → f i * f j = f j * f i) : BraidGroup m →* G :=
  PresentedGroup.toGroup (f := f) (by
    rintro r (⟨i, j, h, rfl⟩ | ⟨i, j, h, rfl⟩)
    · rw [map_mul, map_inv, mul_inv_eq_one]
      simpa using near i j h
    · rw [map_mul, map_inv, mul_inv_eq_one]
      simpa using far i j h)

/-- The extended homomorphism takes the assigned value on each elementary exchange. -/
theorem braidLift_exchange {m : ℕ} {G : Type*} [Group G] (f : Fin (m + 1) → G)
    (near : ∀ i j, i.val + 1 = j.val → f i * f j * f i = f j * f i * f j)
    (far : ∀ i j, i.val + 1 < j.val → f i * f j = f j * f i) (i : Fin (m + 1)) :
    braidLift f near far (exchange i) = f i := by
  unfold braidLift exchange
  rw [PresentedGroup.toGroup.of]

/-- The homomorphism to a commutative group that gives every elementary exchange the same
value `a`. -/
def uniformCharacter (m : ℕ) {A : Type*} [CommGroup A] (a : A) : BraidGroup m →* A :=
  braidLift (fun _ => a) (fun _ _ _ => rfl) (fun _ _ _ => rfl)

/-- The writhe of a braid: the number of exchanges minus the number of inverse exchanges,
written in the multiplicative copy of the integers. -/
def writhe (m : ℕ) : BraidGroup m →* Multiplicative ℤ :=
  uniformCharacter m (Multiplicative.ofAdd 1)

/-- Neighbouring exchanges satisfy the braid relation. -/
theorem braid_relation {m : ℕ} (i j : Fin (m + 1)) (h : i.val + 1 = j.val) :
    exchange i * exchange j * exchange i = exchange j * exchange i * exchange j := by
  have key := PresentedGroup.mk_eq_mk_of_mul_inv_mem (rels := artinRelations m)
    (x := FreeGroup.of i * FreeGroup.of j * FreeGroup.of i)
    (y := FreeGroup.of j * FreeGroup.of i * FreeGroup.of j) (Or.inl ⟨i, j, h, rfl⟩)
  exact key

/-- In any commutative group of phases, all elementary exchanges receive one common value. -/
theorem common_phase {m : ℕ} {A : Type*} [CommGroup A] (χ : BraidGroup m →* A)
    (i : Fin (m + 1)) : χ (exchange i) = χ (exchange 0) := by
  -- the braid relation, read in a commutative group, equates neighbouring phases
  have step : ∀ i j : Fin (m + 1), i.val + 1 = j.val →
      χ (exchange i) = χ (exchange j) := by
    intro i j h
    have e := congrArg χ (braid_relation i j h)
    simp only [map_mul] at e
    rw [mul_comm (χ (exchange j)) (χ (exchange i))] at e
    exact mul_left_cancel e
  induction i using Fin.induction with
  | zero => rfl
  | succ i ih => exact (step i.castSucc i.succ rfl).symm.trans ih

/-- **Abelian anyon statistics.** For `m + 2` strands, every homomorphism from the braid group to
the unit circle gives all elementary exchanges the same phase, and sending a homomorphism to this
phase is a bijection onto the circle. -/
theorem anyon_statistics (m : ℕ) :
    (∀ (χ : BraidGroup m →* Circle) (i : Fin (m + 1)), χ (exchange i) = χ (exchange 0)) ∧
    Function.Bijective (fun χ : BraidGroup m →* Circle => χ (exchange 0)) := by
  refine ⟨fun χ i => common_phase χ i, ?_, ?_⟩
  · -- a character is determined by its values on the generators
    intro χ ψ h
    have h0 : χ (exchange 0) = ψ (exchange 0) := h
    exact PresentedGroup.ext fun i =>
      (common_phase χ i).trans (h0.trans (common_phase ψ i).symm)
  · -- every phase is realised by a uniform assignment
    intro θ
    exact ⟨uniformCharacter m θ,
      braidLift_exchange (fun _ => θ) (fun _ _ _ => rfl) (fun _ _ _ => rfl) 0⟩

/-- The phase of an arbitrary braid is the elementary exchange phase raised to the writhe of
the braid. -/
theorem phase_eq_pow_writhe {m : ℕ} (χ : BraidGroup m →* Circle) (b : BraidGroup m) :
    χ b = χ (exchange 0) ^ (Multiplicative.toAdd (writhe m b)) := by
  have key : χ = (zpowersHom Circle (χ (exchange 0))).comp (writhe m) := by
    refine PresentedGroup.ext fun i => ?_
    have hw : writhe m (PresentedGroup.of i) = Multiplicative.ofAdd 1 :=
      braidLift_exchange (fun _ => Multiplicative.ofAdd (1 : ℤ))
        (fun _ _ _ => rfl) (fun _ _ _ => rfl) i
    rw [MonoidHom.comp_apply, hw, zpowersHom_apply, toAdd_ofAdd, zpow_one]
    exact common_phase χ i
  exact DFunLike.congr_fun key b

/-- Transpositions of three distinct objects satisfy the braid relation. -/
theorem swap_braid {α : Type*} [DecidableEq α] {a b c : α}
    (hab : a ≠ b) (hac : a ≠ c) (hbc : b ≠ c) :
    swap a b * swap b c * swap a b = swap b c * swap a b * swap b c := by
  have h := Equiv.mul_swap_eq_swap_mul (swap a b * swap b c) a b
  have h1 : (swap a b * swap b c) a = b := by
    rw [Perm.mul_apply, swap_apply_of_ne_of_ne hab hac, swap_apply_left]
  have h2 : (swap a b * swap b c) b = c := by
    rw [Perm.mul_apply, swap_apply_left, swap_apply_of_ne_of_ne hac.symm hbc.symm]
  rw [h1, h2] at h
  exact h.trans (mul_assoc _ _ _).symm

/-- The permutation of the particles produced by a braid: each elementary exchange becomes the
swap of two neighbouring positions. -/
def toPerm (m : ℕ) : BraidGroup m →* Perm (Fin (m + 2)) :=
  braidLift (fun i => swap i.castSucc i.succ)
    (by
      intro i j h
      have hj : j.castSucc = i.succ := Fin.ext h.symm
      simp only [hj]
      refine swap_braid (fun e => ?_) (fun e => ?_) (fun e => ?_)
      · have e' : i.val = i.val + 1 := congrArg Fin.val e
        omega
      · have e' : i.val = j.val + 1 := congrArg Fin.val e
        omega
      · have e' : i.val + 1 = j.val + 1 := congrArg Fin.val e
        omega)
    (by
      intro i j h
      have e := Equiv.mul_swap_eq_swap_mul (swap i.castSucc i.succ) j.castSucc j.succ
      have n1 : j.castSucc ≠ i.castSucc := fun e => by
        have e' : j.castSucc.val = i.castSucc.val := congrArg Fin.val e
        change j.val = i.val at e'
        omega
      have n2 : j.castSucc ≠ i.succ := fun e => by
        have e' : j.val = i.val + 1 := congrArg Fin.val e
        omega
      have n3 : j.succ ≠ i.castSucc := fun e => by
        have e' : j.val + 1 = i.val := congrArg Fin.val e
        omega
      have n4 : j.succ ≠ i.succ := fun e => by
        have e' : j.val + 1 = i.val + 1 := congrArg Fin.val e
        omega
      rw [swap_apply_of_ne_of_ne n1 n2, swap_apply_of_ne_of_ne n3 n4] at e
      exact e)

/-- The phase of every braid depends only on the resulting permutation, through a homomorphism,
exactly when the elementary exchange phase is `1` or `-1`. -/
theorem factors_through_perm_iff {m : ℕ} (χ : BraidGroup m →* Circle) :
    (∃ f : Perm (Fin (m + 2)) →* Circle, ∀ b, χ b = f (toPerm m b)) ↔
      ((χ (exchange 0) : ℂ) = 1 ∨ (χ (exchange 0) : ℂ) = -1) := by
  have hσ : ∀ i : Fin (m + 1), toPerm m (exchange i) = swap i.castSucc i.succ :=
    fun i => by
      unfold toPerm
      rw [braidLift_exchange]
  constructor
  · -- exchanging twice is the identity permutation
    rintro ⟨f, hf⟩
    have h : χ (exchange 0) * χ (exchange 0) = 1 := by
      rw [hf, hσ, ← map_mul, swap_mul_self, map_one]
    apply mul_self_eq_one_iff.mp
    rw [← Circle.coe_mul, h, Circle.coe_one]
  · intro h
    have hθ : χ (exchange 0) * χ (exchange 0) = 1 := by
      apply Circle.ext
      rw [Circle.coe_mul, Circle.coe_one]
      exact mul_self_eq_one_iff.mpr h
    -- send odd parity to the exchange phase
    obtain ⟨g, hg⟩ : ∃ g : ℤˣ →* Circle, g (-1) = χ (exchange 0) := by
      have h1 : (-1 : ℤˣ) ≠ 1 := by decide
      refine ⟨{ toFun := fun u => if u = 1 then 1 else χ (exchange 0)
                map_one' := if_pos rfl
                map_mul' := ?_ },
        (if_neg h1 : (if (-1 : ℤˣ) = 1 then (1 : Circle) else χ (exchange 0)) =
          χ (exchange 0))⟩
      intro u v
      rcases Int.units_eq_one_or u with rfl | rfl <;>
        rcases Int.units_eq_one_or v with rfl | rfl <;> simp [h1, hθ]
    have key : χ = (g.comp Perm.sign).comp (toPerm m) := by
      refine PresentedGroup.ext fun i => ?_
      change χ (exchange i) = g (Perm.sign (toPerm m (exchange i)))
      have hne : i.castSucc ≠ i.succ := fun e => by
        have e' : i.val = i.val + 1 := congrArg Fin.val e
        omega
      rw [hσ, Perm.sign_swap hne, hg]
      exact common_phase χ i
    exact ⟨g.comp Perm.sign, fun b => DFunLike.congr_fun key b⟩

end

end AnyonBraidStatistics
```

```lean
#print axioms AnyonBraidStatistics.anyon_statistics
#print axioms AnyonBraidStatistics.phase_eq_pow_writhe
#print axioms AnyonBraidStatistics.factors_through_perm_iff
```

```
'AnyonBraidStatistics.anyon_statistics' depends on axioms: [propext, Classical.choice, Quot.sound]
'AnyonBraidStatistics.phase_eq_pow_writhe' depends on axioms: [propext, Classical.choice, Quot.sound]
'AnyonBraidStatistics.factors_through_perm_iff' depends on axioms: [propext, Classical.choice, Quot.sound]
```

The type `BraidGroup m` is the group on `m + 2` strands, presented by `artinRelations m`. Its generators are indexed by `Fin (m + 1)`, and `exchange i` is \(\sigma_i\). Each relation is stored as a word that must equal the identity: the left side times the inverse of the right side. `Circle` is the group of complex numbers of modulus one, and `BraidGroup m →* Circle` is the type of characters.

The first part of `anyon_statistics` says that all exchanges have the phase of `exchange 0`. The second says that the map from \(\chi\) to \(\chi(\sigma_0)\) is a bijection of sets between characters and the circle.

`phase_eq_pow_writhe` is the power law for every braid. The writhe takes values in `Multiplicative ℤ`, the integers with addition written as multiplication, and `Multiplicative.toAdd` recovers the ordinary integer exponent, which may be negative.

`factors_through_perm_iff` gives the permutation criterion. Its left side asks for one homomorphism `f` that reproduces the phase of every braid from `toPerm m b`; its right side compares the exchange phase, viewed as a complex number, with \(1\) and \(-1\).

## How the generators carry the proof

`braidLift` turns an assignment on generators into a homomorphism, given proofs of the two families of relations, and `braidLift_exchange` recovers the assigned values. `uniformCharacter` applies this to a constant assignment, and `writhe` is the special case with integer value one.

`braid_relation` extracts the braid relation from the presentation. In `common_phase`, the local statement `step` applies \(\chi\) to that relation, commutes two factors and cancels on the left, as in the hand calculation; `Fin.induction` then carries the equality along the chain. The lemma holds for any commutative group of values.

In `anyon_statistics`, injectivity comes from `PresentedGroup.ext`, which says that homomorphisms agreeing on generators are equal. Surjectivity is supplied by `uniformCharacter`. The proof of `phase_eq_pow_writhe` uses the same extensionality principle: it compares \(\chi\) with the composite \(b\mapsto\theta^{w(b)}\) on generators, in place of the product over a braid word.

`swap_braid` proves the three-swap identity by conjugation. The permutation \((a\,b)(b\,c)\) sends \(a\) to \(b\) and \(b\) to \(c\), so moving it past \((a\,b)\) turns that swap into \((b\,c)\). `toPerm` uses this lemma for neighbouring generators and a similar conjugation for distant ones; the calls to `omega` check that the positions are distinct.

In `factors_through_perm_iff`, `swap_mul_self` supplies \(s_0^2=1\) for the forward direction. The reverse direction builds \(g\) on `ℤˣ`, the group \(\{1,-1\}\), checks its four products by cases, and composes it with `Perm.sign`.

## Planar worldlines and scalar phases

The theorems guarantee the phase rule for every finite number of strands from two upwards, once a braid is given as an element of the presented group. Several links between that group and a running simulation remain the responsibility of the code or the physical model:

- **Geometry.** The file starts from Artin's presentation. It does not derive the presentation from the configuration space of particles in the plane, or verify that a crossing detector produces the right word from discretised worldlines.
- **Boundary conditions.** Particles on a torus, as in a doubly periodic cell, have a different braid group, with further generators and relations. The planar classification does not transfer to it unchanged.
- **Scalar statistics.** Values are taken in `Circle`. Non-abelian anyons, whose braids act by matrices on a degenerate space, are excluded.
- **Dynamics and sampling.** No Hamiltonian, action or density matrix appears. The result fixes the statistical phase of a path, and neither selects \(\varphi\) for a material nor reduces the cancellations caused by complex weights.

The permutation criterion concerns characters of the braid group. Combined with the textbook fact that neighbouring swaps generate \(S_n\), it leads to the familiar conclusion that the characters of \(S_n\) are the trivial one and the sign, a classification that the file does not state.
